# A golden-rule rate can vanish while the mean squared coupling stays positive: Gaussian gap, linear coupling

Take a coupling that equals the energy gap itself, $V=g$, and let $g$ be Gaussian with mean zero and variance $s^2>0$. Averaged over all configurations, $V^2$ gives $s^2$. But the transition happens at $g=0$, and there the coupling is zero.

This worries me because I sample $V$ along an equilibrium trajectory, average $V^2$ over all frames, and put the result into a golden-rule rate. In this example I would predict a finite rate. Is the true rate zero? And for a general linear coupling, when does the average over all frames give the right answer?

## The rate takes the coupling at zero gap

Yes, in your example the golden-rule rate is zero. For classical nuclei it is $(2\pi/\hbar)\,\langle V^2\delta(g)\rangle$, where the average runs over the equilibrium ensemble of the initial state and the delta function selects the resonant configurations.

Let the gap have mean $m$ and variance $s^2>0$, with density

$$p(g)=\frac{1}{\sqrt{2\pi s^2}}\,\exp\!\left(-\frac{(g-m)^2}{2s^2}\right),$$

and let $V(g)=v+a(g-m)$. Here $v$ is the coupling at the mean gap and $a$ is its slope. At resonance $V(0)=v-am$.

**Conditional mean.** Restrict the average to $|g|<e$:

$$M(e)=\frac{\int_{-e}^{e}V(g)^2\,p(g)\,dg}{\int_{-e}^{e}p(g)\,dg}.$$

Fix a tolerance $\delta>0$, a number that is unrelated to the delta function $\delta(g)$. Since $V^2$ is continuous, there is an $r>0$ such that $|V(g)^2-V(0)^2|<\delta/2$ whenever $|g|<r$. For $0<e<r$ the weighted average then obeys $|M(e)-V(0)^2|\le\delta/2<\delta$. Hence $M(e)\to(v-am)^2$ as $e\to0^+$.

**Rate.** Replace $\delta(g)$ by a box of half-width $e$ and height $1/(2e)$. The same argument, applied to the continuous function $pV^2$ with uniform weight, gives

$$\frac{1}{2e}\int_{-e}^{e}V(g)^2\,p(g)\,dg\;\to\;p(0)\,(v-am)^2.$$

Because $p(0)>0$, this vanishes exactly when $v=am$. In that case $V=ag$, which is your example up to a factor and a shift of the mean gap.

**Unconditional mean.** Expand

$$V^2=v^2+2va(g-m)+a^2(g-m)^2.$$

The central moments are $\langle g-m\rangle=0$ and $\langle(g-m)^2\rangle=s^2$, so $\langle V^2\rangle=v^2+a^2s^2$. For $a\neq0$ this is positive, even when $v=am$.

**When the two agree.** Setting $(v-am)^2=v^2+a^2s^2$ leaves $a^2m^2-2vam=a^2s^2$. For $a\ne0$, dividing by $a$ gives

$$a(m^2-s^2)=2vm.$$

At $m=0$ this can never hold: the average over all frames is then too large by $a^2s^2$. In the Condon limit $a=0$, both means are $v^2$.

For rates computed from sampled couplings, this means that $V^2$ should be averaged near resonance whenever the coupling varies with the gap, at least in this model of one classical Gaussian gap and a linear coupling.

## What the Lean statements say about gap and coupling

The gap law is `gaussianReal m (s ^ 2)`, whose second argument is the variance; `s` is a nonnegative real. A Gaussian gap is the usual picture of a bath that responds linearly, and `hs : s ≠ 0` says that the gap really fluctuates, so that every window around resonance has positive probability. The function `coupling v a m g` is $V(g)$.

`windowMean` is $M(e)$, and `windowRate` divides the same integral by $2e$ instead of by the probability of the window. The filter `𝓝[>] 0` expresses $e\to0^+$. The theorems then read as follows:

- `resonant_mean_sq` gives the conditional limit $(v-am)^2$.
- `mean_sq` gives $v^2+a^2s^2$, also for $s=0$.
- `resonant_suppression` assumes $v=am$, $a\ne0$ and $s\neq0$, and states that the conditional mean tends to zero while the unconditional mean is positive. The condition $v=am$ places the zero of the coupling at resonance.
- `golden_rule_rate` gives the limit $p(0)(v-am)^2$, with $p(0)$ written as `gaussianPDFReal m (s ^ 2) 0`. The factor $2\pi/\hbar$ is left out.
- `rate_vanishes_iff` states that this limit is zero exactly when $v=am$.
- `unconditional_mean_exact_iff` gives the condition for agreement, for $a\neq0$ and $s\ne0$.

The golden rule itself is taken as the starting point, and the nuclei are classical. The coupling is also a function of the gap alone. If other coordinates modulate $V$ at fixed gap, its variance at $g=0$ adds to the resonant mean square, and the suppression is then incomplete.

```lean
import Mathlib

open MeasureTheory ProbabilityTheory Filter Topology
open scoped NNReal

namespace NonCondonCoupling

noncomputable section

/-- The coupling, linear in the energy gap `g`, with value `v` at the mean gap `m` and slope `a`. -/
def coupling (v a m g : ℝ) : ℝ := v + a * (g - m)

/-- The mean of the observable `f` conditional on `|g| < e`, for a gap law `μ` that gives
this window a positive finite mass. -/
def windowMean (μ : Measure ℝ) (f : ℝ → ℝ) (e : ℝ) : ℝ :=
  (∫ g in Set.Ioo (-e) e, f g ∂μ) / μ.real (Set.Ioo (-e) e)

/-- The mean of `f(g) δ(g)` with the delta function replaced by a box of half-width `e > 0`
and unit area. -/
def windowRate (μ : Measure ℝ) (f : ℝ → ℝ) (e : ℝ) : ℝ :=
  (∫ g in Set.Ioo (-e) e, f g ∂μ) / (2 * e)

/-- If a locally finite measure charges every window around zero gap, the window means of a
continuous observable tend to its value at zero gap as the window shrinks. -/
theorem windowMean_tendsto (μ : Measure ℝ) [IsLocallyFiniteMeasure μ] {f : ℝ → ℝ}
    (hf : Continuous f) (hμ : ∀ e : ℝ, 0 < e → 0 < μ (Set.Ioo (-e) e)) :
    Tendsto (windowMean μ f) (𝓝[>] 0) (𝓝 (f 0)) := by
  rw [Metric.tendsto_nhdsWithin_nhds]
  intro δ hδ
  obtain ⟨r, hr, hclose⟩ :=
    Metric.continuousAt_iff.mp (hf.continuousAt (x := 0)) (δ / 2) (half_pos hδ)
  refine ⟨r, hr, ?_⟩
  intro e he her
  have he0 : 0 < e := he
  rw [Real.dist_eq, sub_zero, abs_of_pos he0] at her
  have hfin : μ (Set.Ioo (-e) e) < ⊤ := measure_Ioo_lt_top
  have hpos : 0 < μ.real (Set.Ioo (-e) e) := ENNReal.toReal_pos (hμ e he0).ne' hfin.ne
  have hint : IntegrableOn f (Set.Ioo (-e) e) μ :=
    hf.integrableOn_Icc.mono_set Set.Ioo_subset_Icc_self
  have hconst : IntegrableOn (fun _ : ℝ => f 0) (Set.Ioo (-e) e) μ :=
    continuous_const.integrableOn_Icc.mono_set Set.Ioo_subset_Icc_self
  -- inside the window the observable differs from its resonant value by at most δ / 2
  have hbound : ‖∫ g in Set.Ioo (-e) e, (f g - f 0) ∂μ‖
      ≤ δ / 2 * μ.real (Set.Ioo (-e) e) := by
    refine norm_setIntegral_le_of_norm_le_const hfin ?_
    intro g hg
    have hgr : dist g 0 < r := by
      rw [Real.dist_eq, sub_zero]
      exact (abs_lt.mpr ⟨hg.1, hg.2⟩).trans her
    have h := hclose hgr
    rw [Real.dist_eq] at h
    rw [Real.norm_eq_abs]
    exact h.le
  rw [integral_sub hint hconst, setIntegral_const, smul_eq_mul, Real.norm_eq_abs] at hbound
  have hne := hpos.ne'
  have hsplit : windowMean μ f e - f 0 =
      ((∫ g in Set.Ioo (-e) e, f g ∂μ) - μ.real (Set.Ioo (-e) e) * f 0)
        / μ.real (Set.Ioo (-e) e) := by
    rw [windowMean, sub_div, mul_div_cancel_left₀ _ hne]
  rw [Real.dist_eq, hsplit, abs_div, abs_of_pos hpos, div_lt_iff₀ hpos]
  nlinarith [mul_pos hδ hpos]

/-- For a Gaussian gap of mean `m` and nonzero width `s`, the mean squared coupling conditional
on `|g| < e` tends to `(v - a m)²` as `e → 0+`. -/
theorem resonant_mean_sq (v a m : ℝ) {s : ℝ≥0} (hs : s ≠ 0) :
    Tendsto (windowMean (gaussianReal m (s ^ 2)) (fun g => coupling v a m g ^ 2))
      (𝓝[>] 0) (𝓝 ((v - a * m) ^ 2)) := by
  have h := windowMean_tendsto (gaussianReal m (s ^ 2))
    (f := fun g => coupling v a m g ^ 2) (by unfold coupling; fun_prop) (by
      intro e he
      refine pos_iff_ne_zero.mpr fun h0 => ?_
      have h1 := gaussianReal_absolutelyContinuous' m (pow_ne_zero 2 hs) h0
      rw [Real.volume_Ioo, ENNReal.ofReal_eq_zero] at h1
      linarith)
  have h0 : coupling v a m 0 ^ 2 = (v - a * m) ^ 2 := by unfold coupling; ring
  rw [← h0]
  exact h

/-- The unconditional mean squared coupling over a Gaussian gap of mean `m` and variance `s²`
is `v² + a² s²`. -/
theorem mean_sq (v a m : ℝ) (s : ℝ≥0) :
    ∫ g, coupling v a m g ^ 2 ∂(gaussianReal m (s ^ 2)) = v ^ 2 + a ^ 2 * (s : ℝ) ^ 2 := by
  have hL : MemLp id 2 (gaussianReal m (s ^ 2)) := by
    exact_mod_cast memLp_id_gaussianReal (μ := m) (v := s ^ (2 : ℕ)) 2
  have hid : Integrable (fun g : ℝ => g) (gaussianReal m (s ^ 2)) := hL.integrable one_le_two
  have hI : Integrable (fun g : ℝ => g - m) (gaussianReal m (s ^ 2)) :=
    hid.sub (integrable_const m)
  have hsq : Integrable (fun g : ℝ => (g - m) ^ 2) (gaussianReal m (s ^ 2)) :=
    (hL.sub (memLp_const m)).integrable_sq
  -- the first two central moments of the gap
  have h1 : ∫ g, (g - m) ∂(gaussianReal m (s ^ 2)) = 0 := by
    rw [integral_sub hid (integrable_const m), integral_id_gaussianReal]
    simp
  have h2 : ∫ g, (g - m) ^ 2 ∂(gaussianReal m (s ^ 2)) = (s : ℝ) ^ 2 := by
    have h := variance_id_gaussianReal (μ := m) (v := s ^ 2)
    rw [variance_eq_integral aemeasurable_id] at h
    simpa [integral_id_gaussianReal] using h
  have hA : Integrable (fun g : ℝ => v ^ 2 + 2 * v * a * (g - m)) (gaussianReal m (s ^ 2)) :=
    (integrable_const (v ^ 2)).add (hI.const_mul (2 * v * a))
  have hexp : (fun g => coupling v a m g ^ 2) =
      fun g => (v ^ 2 + 2 * v * a * (g - m)) + a ^ 2 * (g - m) ^ 2 := by
    ext g
    unfold coupling
    ring
  rw [hexp, integral_add hA (hsq.const_mul (a ^ 2)),
    integral_add (integrable_const (v ^ 2)) (hI.const_mul (2 * v * a)),
    integral_const_mul, integral_const_mul, h1, h2]
  simp

/-- For a Gaussian gap of mean `m` and nonzero width `s`, and a linear coupling of nonzero slope `a`
whose value at the mean gap is `v = a m`, the mean squared coupling at resonance vanishes although
its unconditional mean is positive. -/
theorem resonant_suppression {v a m : ℝ} {s : ℝ≥0} (hs : s ≠ 0) (ha : a ≠ 0)
    (hv : v = a * m) :
    Tendsto (windowMean (gaussianReal m (s ^ 2)) (fun g => coupling v a m g ^ 2))
      (𝓝[>] 0) (𝓝 0) ∧
    0 < ∫ g, coupling v a m g ^ 2 ∂(gaussianReal m (s ^ 2)) := by
  constructor
  · have h := resonant_mean_sq v a m hs
    have h0 : (v - a * m) ^ 2 = 0 := by rw [hv]; ring
    rwa [h0] at h
  · rw [mean_sq]
    have hs' : (s : ℝ) ≠ 0 := by exact_mod_cast hs
    positivity

/-- For a Gaussian gap of nonzero width, the mean of `V² δ(g)` is the gap density at zero times
`(v - a m)²`. -/
theorem golden_rule_rate (v a m : ℝ) {s : ℝ≥0} (hs : s ≠ 0) :
    Tendsto (windowRate (gaussianReal m (s ^ 2)) (fun g => coupling v a m g ^ 2))
      (𝓝[>] 0) (𝓝 (gaussianPDFReal m (s ^ 2) 0 * (v - a * m) ^ 2)) := by
  -- average density times squared coupling over the window with Lebesgue measure
  have h := windowMean_tendsto volume
    (f := fun g => gaussianPDFReal m (s ^ 2) g * coupling v a m g ^ 2)
    (by simp only [gaussianPDFReal, coupling]; fun_prop) (by
      intro e he
      rw [Real.volume_Ioo, ENNReal.ofReal_pos]
      linarith)
  have h0 : coupling v a m 0 ^ 2 = (v - a * m) ^ 2 := by unfold coupling; ring
  rw [← h0]
  refine Tendsto.congr' ?_ h
  filter_upwards [self_mem_nhdsWithin] with e he
  have he0 : 0 < e := he
  have hvol : (volume : Measure ℝ).real (Set.Ioo (-e) e) = 2 * e := by
    rw [Measure.real, Real.volume_Ioo, ENNReal.toReal_ofReal (by linarith)]
    ring
  have hden : ∫ g in Set.Ioo (-e) e, coupling v a m g ^ 2 ∂(gaussianReal m (s ^ 2)) =
      ∫ g in Set.Ioo (-e) e, gaussianPDFReal m (s ^ 2) g * coupling v a m g ^ 2 := by
    rw [← integral_indicator measurableSet_Ioo, ← integral_indicator measurableSet_Ioo,
      integral_gaussianReal_eq_integral_smul (pow_ne_zero 2 hs)]
    congr 1
    ext g
    by_cases hg : g ∈ Set.Ioo (-e) e
    · simp only [Set.indicator_of_mem hg, smul_eq_mul]
    · simp only [Set.indicator_of_notMem hg, smul_zero]
  rw [windowMean, windowRate, hvol, hden]

/-- For a Gaussian gap of nonzero width, the mean of `V² δ(g)` vanishes exactly when
`v = a m`. -/
theorem rate_vanishes_iff (v a m : ℝ) {s : ℝ≥0} (hs : s ≠ 0) :
    Tendsto (windowRate (gaussianReal m (s ^ 2)) (fun g => coupling v a m g ^ 2))
      (𝓝[>] 0) (𝓝 0) ↔ v = a * m := by
  have hrate := golden_rule_rate v a m hs
  constructor
  · intro h
    have h0 := tendsto_nhds_unique hrate h
    have hp := gaussianPDFReal_pos m (s ^ 2) 0 (pow_ne_zero 2 hs)
    have h1 := (mul_eq_zero.mp h0).resolve_left hp.ne'
    exact sub_eq_zero.mp (pow_eq_zero_iff two_ne_zero |>.mp h1)
  · intro h
    have h0 : gaussianPDFReal m (s ^ 2) 0 * (v - a * m) ^ 2 = 0 := by rw [h]; ring
    rwa [h0] at hrate

/-- For a Gaussian gap of mean `m` and nonzero width `s`, and a linear coupling of nonzero slope `a`
and value `v` at the mean gap, the mean squared coupling at resonance equals the unconditional one
exactly when `a (m² - s²) = 2 v m`. -/
theorem unconditional_mean_exact_iff (v m : ℝ) {a : ℝ} {s : ℝ≥0} (hs : s ≠ 0) (ha : a ≠ 0) :
    Tendsto (windowMean (gaussianReal m (s ^ 2)) (fun g => coupling v a m g ^ 2))
      (𝓝[>] 0) (𝓝 (∫ g, coupling v a m g ^ 2 ∂(gaussianReal m (s ^ 2)))) ↔
    a * (m ^ 2 - (s : ℝ) ^ 2) = 2 * v * m := by
  have hres := resonant_mean_sq v a m hs
  rw [mean_sq]
  constructor
  · intro h
    have h0 := tendsto_nhds_unique hres h
    apply mul_left_cancel₀ ha
    linear_combination h0
  · intro h
    have h0 : (v - a * m) ^ 2 = v ^ 2 + a ^ 2 * (s : ℝ) ^ 2 := by
      linear_combination a * h
    rwa [h0] at hres

end

end NonCondonCoupling
```

```lean
#print axioms NonCondonCoupling.resonant_suppression
#print axioms NonCondonCoupling.golden_rule_rate
#print axioms NonCondonCoupling.rate_vanishes_iff
#print axioms NonCondonCoupling.unconditional_mean_exact_iff
```

```
'NonCondonCoupling.resonant_suppression' depends on axioms: [propext, Classical.choice, Quot.sound]
'NonCondonCoupling.golden_rule_rate' depends on axioms: [propext, Classical.choice, Quot.sound]
'NonCondonCoupling.rate_vanishes_iff' depends on axioms: [propext, Classical.choice, Quot.sound]
'NonCondonCoupling.unconditional_mean_exact_iff' depends on axioms: [propext, Classical.choice, Quot.sound]
```

## One continuity lemma gives both limits

`windowMean_tendsto` is the tolerance argument above, for any continuous observable and any locally finite measure that gives each window positive mass. `hclose` supplies $r$, `hbound` bounds the integral of $f(g)-f(0)$ by $\delta/2$ times the mass of the window, and `hsplit` writes the error of the mean as that integral divided by the mass.

`resonant_mean_sq` applies the lemma to the Gaussian law. A window of zero Gaussian probability would have zero length, by `gaussianReal_absolutelyContinuous'`, which contradicts $e>0$.

`golden_rule_rate` applies the lemma a second time, now to Lebesgue measure and the function $pV^2$. There `hvol` computes the window length $2e$, and `hden` rewrites the Gaussian integral as an ordinary integral with the density as a factor.

In `mean_sq`, `h1` and `h2` are the two central moments and `hexp` is the expansion of $V^2$; the integrability facts allow the integral to be taken term by term. `resonant_suppression` combines this mean with the resonant limit at $v=am$.

Both equivalences rest on uniqueness of limits, `tendsto_nhds_unique`. For the rate, the positive factor $p(0)$ is removed and the square is set to zero. For the comparison of means, `mul_left_cancel₀ ha` is the division by $a$, and `linear_combination` does the remaining algebra.
